# No truncation of the exponential at order one or higher is multiplicatively separable in a scalar amplitude

Replace $e^x$ by $1+x$, and two non-interacting fragments with amplitudes $x$ and $y$ no longer combine correctly: the pair gets $1+x+y$, while the product of the fragment values is $1+x+y+xy$. As long as $x$ and $y$ are plain numbers, not operators, going to a higher fixed order does not repair this. With $T_n(x)=\sum_{k=0}^n x^k/k!$ and two identical fragments at $x=1$, second order gives $T_2(2)=1+2+2=5$, but $T_2(1)^2=(5/2)^2=6.25$.

In coupled-cluster theory this concerns truncating the exponential series, not the cluster operator. There the exponent is an operator, a sum of excitation operators weighted by numerical amplitudes. The main results put a single number in its place, the last section turns to operators, and no energies enter. The text therefore addresses the factorisation behind size extensivity, not the scaling of the energy.

```lean
import Mathlib

open Polynomial
open scoped Kronecker

namespace TruncatedExponentialSeparability

noncomputable section
```

Separability is a condition on a function $f$ from a commutative ring $R$ to itself: $f(x+y)=f(x)f(y)$ for all $x,y$.

```lean
/-- A function of the amplitude is multiplicatively separable if its value at the sum of two
fragment amplitudes is the product of the fragment values. -/
def MultiplicativelySeparable {R : Type*} [CommRing R] (f : R → R) : Prop :=
  ∀ x y, f (x + y) = f x * f y
```

`truncExp n` is $T_n$ as a real polynomial, and `truncExp_eval` confirms that its values are the expected sums.

```lean
/-- The exponential series truncated after order `n`, as a real polynomial. -/
def truncExp (n : ℕ) : ℝ[X] :=
  ∑ k ∈ Finset.range (n + 1), C ((k.factorial : ℝ)⁻¹) * X ^ k

/-- The truncated exponential takes the value `∑ x ^ k / k!`, with `k` running from `0` to `n`. -/
theorem truncExp_eval (n : ℕ) (x : ℝ) :
    (truncExp n).eval x = ∑ k ∈ Finset.range (n + 1), x ^ k / (k.factorial : ℝ) := by
  simp [truncExp, eval_finsetSum, div_eq_inv_mul]
```

## A polynomial over an infinite domain

A finite expansion in the amplitude is a polynomial; $e^x$ itself is separable and escapes the result because it is not one. The coefficients lie in an infinite integral domain, such as $\mathbb R$ or $\mathbb C$.

Suppose $f(Nx)=f(x)^N$ for every $x$, with $N\ge 2$ identical fragments. Two polynomials that agree at infinitely many points of a domain are equal, so this is an identity of polynomials. If $d=\deg f$ (taken as $0$ for $f=0$), the left side has degree at most $d$ and the right side has degree $Nd$. Hence $2d\le Nd\le d$, and $d=0$.

The proof follows the same route. `Polynomial.funext` uses infinitude to turn equal values into `hp`, `natDegree_pow` uses the absence of zero divisors, and `linarith` combines the degree inequalities.

```lean
/-- Over an infinite integral domain, if a polynomial factorises over `N ≥ 2` identical fragments,
for every fragment amplitude, then its `natDegree` is zero. -/
theorem natDegree_eq_zero_of_identical_fragments {R : Type*} [CommRing R] [IsDomain R]
    [Infinite R] (f : R[X]) {N : ℕ} (hN : 2 ≤ N)
    (h : ∀ x : R, f.eval ((N : R) * x) = f.eval x ^ N) : f.natDegree = 0 := by
  -- equality of values at all points is equality of polynomials
  have hp : f.comp (C (N : R) * X) = f ^ N := by
    apply Polynomial.funext
    intro x
    simpa only [eval_comp, eval_mul, eval_C, eval_X, eval_pow] using h x
  -- compare degrees: at most `deg f` on the left, `N * deg f` on the right
  have hd := congrArg natDegree hp
  rw [natDegree_comp, natDegree_pow] at hd
  have h1 : (C (N : R) * X).natDegree ≤ 1 :=
    (natDegree_C_mul_le (N : R) X).trans natDegree_X_le
  have h2 := Nat.mul_le_mul_left f.natDegree h1
  have h3 := Nat.mul_le_mul_right f.natDegree hN
  rw [hd] at h2
  linarith
```

Over the two-element field, $1+X+X^2$ equals $1$ at every point and is separable without being constant, so infinitude matters. With zero divisors, an element $\varepsilon\ne0$ with $\varepsilon^2=0$ makes $1+\varepsilon X$ separable.

## Factorisation at every pair of amplitudes

The amplitudes of independent fragments can vary freely, so separability is required for all $x$ and $y$. Setting $y=x$ gives $f(2x)=f(x)^2$, and the degree argument leaves a constant $c$. Setting both amplitudes to zero gives $c=c^2$, or $c(c-1)=0$, so $c$ is $0$ or $1$. Conversely, $0=0\cdot0$ and $1=1\cdot1$.

In Lean, `h x x` supplies the first substitution and `h 0 0` the second; `mul_eq_zero` splits the two cases.

```lean
/-- Over an infinite integral domain, a polynomial is multiplicatively separable exactly when it is
the constant 0 or the constant 1. -/
theorem polynomial_separable_iff {R : Type*} [CommRing R] [IsDomain R] [Infinite R]
    (f : R[X]) :
    MultiplicativelySeparable (fun x => f.eval x) ↔ f = 0 ∨ f = 1 := by
  constructor
  · intro h
    have hdeg : f.natDegree = 0 := by
      apply natDegree_eq_zero_of_identical_fragments f (le_refl 2)
      intro x
      have hx : f.eval (x + x) = f.eval x * f.eval x := h x x
      rw [Nat.cast_ofNat, two_mul, hx, sq]
    obtain ⟨c, rfl⟩ : ∃ c, f = C c := ⟨_, eq_C_of_natDegree_eq_zero hdeg⟩
    -- the remaining constant is idempotent
    have h0 : (C c : R[X]).eval (0 + 0 : R) = (C c).eval 0 * (C c).eval 0 := h 0 0
    simp only [eval_C] at h0
    have h1 : c * (c - 1) = 0 := by linear_combination -h0
    rcases mul_eq_zero.mp h1 with hz | ho
    · left
      rw [hz, map_zero]
    · right
      rw [sub_eq_zero.mp ho, map_one]
  · rintro (rfl | rfl) x y <;> simp
```

Agreement at selected amplitudes is not enough: $T_n(0+0)=T_n(0)^2$ holds at every order.

## Order at least one, and at least two fragments

The condition $n\ge1$ means that the expansion contains the term linear in the amplitude. The coefficient of $x$ in $T_n$ is then $1/1!=1$, so $T_n$ is not constant, and for each $N\ge2$ some real $x$ has $T_n(Nx)\ne T_n(x)^N$. The proof assumes equality everywhere, derives a zero linear coefficient in `hzero`, and contradicts it with `hone`.

```lean
/-- For every truncation order `n ≥ 1` and every number `N ≥ 2` of identical fragments, there is
a real amplitude at which the truncated exponential fails to factorise. -/
theorem truncExp_fails_for_identical_fragments {n N : ℕ} (hn : 1 ≤ n) (hN : 2 ≤ N) :
    ∃ x : ℝ, (truncExp n).eval ((N : ℝ) * x) ≠ (truncExp n).eval x ^ N := by
  by_contra! h
  have hdeg := natDegree_eq_zero_of_identical_fragments (truncExp n) hN h
  have hzero : (truncExp n).coeff 1 = 0 := coeff_eq_zero_of_natDegree_lt (by omega)
  -- but the linear coefficient of the truncated series is one
  have hone : (truncExp n).coeff 1 = 1 := by
    rw [truncExp, finsetSum_coeff]
    simp only [coeff_C_mul_X_pow]
    rw [Finset.sum_ite_eq, if_pos (Finset.mem_range.mpr (by omega))]
    simp
  rw [hone] at hzero
  exact one_ne_zero hzero
```

The case $N=2$ rules out general separability.

```lean
/-- No truncation of the exponential at a fixed order `n ≥ 1` is multiplicatively separable. -/
theorem truncExp_not_separable {n : ℕ} (hn : 1 ≤ n) :
    ¬ MultiplicativelySeparable (fun x => (truncExp n).eval x) := by
  intro h
  obtain ⟨x, hx⟩ := truncExp_fails_for_identical_fragments hn (le_refl 2)
  apply hx
  have hxx : (truncExp n).eval (x + x) = (truncExp n).eval x * (truncExp n).eval x := h x x
  rw [Nat.cast_ofNat, two_mul, hxx, sq]
```

At order zero $T_0=1$ is separable, and for $N=1$ the equation is trivial.

## Excitations that commute and square to zero

For operators $a$ and $b$ in any ring, expansion gives $(1+a)(1+b)=1+a+b+ab$. The linear ansatz misses exactly the simultaneous excitation $ab$.

```lean
/-- For operators `a` and `b` on two fragments, the product of the linear wave operators exceeds
the linear wave operator of the sum by the simultaneous excitation `a * b`. -/
theorem linear_separability_defect {A : Type*} [Ring A] (a b : A) :
    (1 + a) * (1 + b) - (1 + (a + b)) = a * b := by
  noncomm_ring
```

Now let $a^2=b^2=0$, meaning that neither excitation can be applied twice, and $ab=ba$, as for excitation operators on different fragments. Then
$$(a+b)^2=a^2+ab+ba+b^2=2ab,$$
$$1+(a+b)+\tfrac12(a+b)^2=1+a+b+ab=(1+a)(1+b).$$
Second order thus suffices for these two fragments, unlike in the scalar case. With three fragments it can fail: for a third excitation $c$ of the same kind, commuting with both, the product $(1+a)(1+b)(1+c)$ contains $abc$, which second order misses whenever $abc\ne0$. The proof computes the square in `hsq` and cancels the factor $\tfrac12\cdot2$.

```lean
/-- For two commuting excitation operators that each square to zero, the exponential series
truncated at second order factorises into the two linear fragment operators. -/
theorem second_order_factorises {A : Type*} [Ring A] [Algebra ℝ A] (a b : A)
    (ha : a * a = 0) (hb : b * b = 0) (hab : a * b = b * a) :
    1 + (a + b) + (1 / 2 : ℝ) • ((a + b) * (a + b)) = (1 + a) * (1 + b) := by
  -- only the mixed terms of the square survive
  have hsq : (a + b) * (a + b) = (2 : ℝ) • (a * b) := by
    rw [add_mul, mul_add, mul_add, ha, hb, ← hab, zero_add, add_zero, two_smul]
  have hhalf : (1 / 2 : ℝ) * 2 = 1 := by norm_num
  rw [hsq, smul_smul, hhalf, one_smul]
  noncomm_ring
```

Without the vanishing squares, the left side has the extra term $(a^2+b^2)/2$; without commutation, it has $(ba-ab)/2$.

Two two-level fragments realise these hypotheses. Let $E$ take the lower level, index `0`, to the upper, index `1`.

```lean
/-- The excitation operator of a two-level fragment, taking the lower level to the upper one. -/
def excite : Matrix (Fin 2) (Fin 2) ℝ := !![0, 0; 1, 0]
```

Set $a=E\otimes1$ and $b=1\otimes E$.

```lean
/-- The excitation operator acting on the first of two two-level fragments. -/
def exciteFirst : Matrix (Fin 2 × Fin 2) (Fin 2 × Fin 2) ℝ :=
  excite ⊗ₖ (1 : Matrix (Fin 2) (Fin 2) ℝ)

/-- The excitation operator acting on the second of two two-level fragments. -/
def exciteSecond : Matrix (Fin 2 × Fin 2) (Fin 2 × Fin 2) ℝ :=
  (1 : Matrix (Fin 2) (Fin 2) ℝ) ⊗ₖ excite
```

Since $E^2=0$, we have $a^2=E^2\otimes1=0$ and $b^2=1\otimes E^2=0$. Also $ab=E\otimes E=ba$, whose matrix element from both fragments lower to both upper is $1$, so $ab\ne0$. The proof uses `Matrix.mul_kronecker_mul` for these products and reads off that element at the end.

```lean
/-- The excitation operators of two two-level fragments square to zero and commute, and their
product is not zero. -/
theorem second_order_factorises_witness :
    exciteFirst * exciteFirst = 0 ∧ exciteSecond * exciteSecond = 0 ∧
      exciteFirst * exciteSecond = exciteSecond * exciteFirst ∧
      exciteFirst * exciteSecond ≠ 0 := by
  have hsq : excite * excite = 0 := by
    ext i j
    fin_cases i <;> fin_cases j <;> simp [excite, Matrix.mul_apply, Fin.sum_univ_succ]
  unfold exciteFirst exciteSecond
  simp only [← Matrix.mul_kronecker_mul, one_mul, mul_one, hsq]
  refine ⟨by simp, by simp, trivial, ?_⟩
  -- the doubly excited matrix element equals one
  intro h
  have h1 := congrFun (congrFun h (1, 1)) (0, 0)
  simp [excite, Matrix.kroneckerMap_apply] at h1

end

end TruncatedExponentialSeparability
```

```lean
#print axioms TruncatedExponentialSeparability.polynomial_separable_iff
#print axioms TruncatedExponentialSeparability.truncExp_not_separable
#print axioms TruncatedExponentialSeparability.linear_separability_defect
#print axioms TruncatedExponentialSeparability.second_order_factorises
```

```
'TruncatedExponentialSeparability.polynomial_separable_iff' depends on axioms: [propext, Classical.choice, Quot.sound]
'TruncatedExponentialSeparability.truncExp_not_separable' depends on axioms: [propext, Classical.choice, Quot.sound]
'TruncatedExponentialSeparability.linear_separability_defect' depends on axioms: [propext]
'TruncatedExponentialSeparability.second_order_factorises' depends on axioms: [propext, Classical.choice, Quot.sound]
```
